# At an eigenvector of a real matrix, the Rayleigh quotient is stationary exactly when the transpose shares that eigenvector

Take the matrix $\begin{pmatrix}1&1\\0&2\end{pmatrix}$, which has the eigenvector $(1,0)$ with eigenvalue $1$, and suppose a calculation has found the slightly wrong vector $(1,\,0.01)$. The quotient "vector times matrix times vector, over vector times vector" gives about $1.0101$. For the symmetric matrix $\mathrm{diag}(1,2)$ the same trial vector gives about $1.0001$. The familiar rule for symmetric matrices, that a first-order error in the vector costs only a second-order error in the eigenvalue, fails for the first matrix, which is not symmetric. The problems below find when the rule's premise, a vanishing first derivative, holds at an eigenvector, and what to use when it does not.

## Quotients and directional derivatives

Vectors are real, with components labelled by a finite set $n$, and $x\cdot y=\sum_i x_iy_i$. $A$ is a real square matrix and $A^{\mathsf T}$ its transpose. In Lean a vector is a function `n → ℝ`, the dot product is `⬝ᵥ`, and a matrix acts on a vector by `*ᵥ`. Complex vectors, complex eigenvalues and operators on infinite-dimensional spaces are not covered.

```lean
import Mathlib

open Matrix

namespace NonsymmetricRayleigh

noncomputable section

variable {n : Type*} [Fintype n]
```

The Rayleigh quotient is $R(x)=x\cdot Ax/x\cdot x$. No normalisation of $x$ is assumed, since the denominator takes care of it.

```lean
/-- The Rayleigh quotient `x·Ax / x·x` of a real square matrix. -/
def rayleigh (A : Matrix n n ℝ) (x : n → ℝ) : ℝ :=
  (x ⬝ᵥ A *ᵥ x) / (x ⬝ᵥ x)
```

The two-sided quotient is $Q(y,x)=y\cdot Ax/y\cdot x$, with a left trial vector $y$ and a right trial vector $x$. Its diagonal is the Rayleigh quotient, $R(x)=Q(x,x)$.

```lean
/-- The two-sided quotient `y·Ax / y·x` with separate left and right trial vectors. -/
def twoSided (A : Matrix n n ℝ) (y x : n → ℝ) : ℝ :=
  (y ⬝ᵥ A *ᵥ x) / (y ⬝ᵥ x)
```

$R$ is called stationary at $x$ if, for every direction $d$, the function $t\mapsto R(x+td)$ has derivative zero at $t=0$. In `HasDerivAt f 0 0` the first zero is the value of the derivative and the second is the point where it is taken.

```lean
/-- The Rayleigh quotient has zero derivative at `x` in every direction. -/
def IsStationary (A : Matrix n n ℝ) (x : n → ℝ) : Prop :=
  ∀ d : n → ℝ, HasDerivAt (fun t : ℝ => rayleigh A (x + t • d)) 0 0
```

## (a) The slope of a ratio of two quadratics

**Task.** Let $a,b,e,p,q,r$ be real numbers with $p\neq0$. Show that
$$\frac{d}{dt}\,\frac{a+tb+t^2e}{p+tq+t^2r}\bigg|_{t=0}=\frac{bp-aq}{p^2}.$$

**Solution.** At $t=0$ the numerator has value $a$ and slope $b$, and the denominator has value $p$ and slope $q$. The quadratic terms contribute $2te$ and $2tr$ to the slopes, and these vanish at $t=0$. The quotient rule, allowed because $p\ne0$, gives the result.

In the Lean proof the inner statement `h` finds the slope of a general quadratic. It is used once for the numerator and once for the denominator, and `fun_div` is the quotient rule.

```lean
/-- The derivative at `t = 0` of a ratio of two quadratic polynomials in `t`. -/
lemma hasDerivAt_quadratic_ratio (a b e p q r : ℝ) (hp : p ≠ 0) :
    HasDerivAt (fun t : ℝ => (a + t * b + t ^ 2 * e) / (p + t * q + t ^ 2 * r))
      ((b * p - a * q) / p ^ 2) 0 := by
  have h : ∀ a b e : ℝ, HasDerivAt (fun t : ℝ => a + t * b + t ^ 2 * e) b 0 := by
    intro a b e
    have h1 := (((hasDerivAt_id' (0 : ℝ)).mul_const b).const_add a).fun_add
      (((hasDerivAt_id' (0 : ℝ)).fun_pow 2).mul_const e)
    exact h1.congr_deriv (by simp)
  exact ((h a b e).fun_div (h p q r) (by simpa using hp)).congr_deriv (by simp)
```

## (b) The first variation of the two-sided quotient

**Task.** From here on $e$ and $d$ are vectors: the directions in which $y$ and $x$ change. Let $y\cdot x\neq0$ and write $\rho=Q(y,x)$. Show that
$$\frac{d}{dt}\,Q(y+te,\,x+td)\bigg|_{t=0}=\frac{e\cdot(Ax-\rho x)+d\cdot(A^{\mathsf T}y-\rho y)}{y\cdot x}.$$

**Solution.** Multiply out the numerator and the denominator of $Q(y+te,x+td)$:
$$y\cdot Ax+t\,(e\cdot Ax+y\cdot Ad)+t^2\,e\cdot Ad,$$
$$y\cdot x+t\,(e\cdot x+y\cdot d)+t^2\,e\cdot d.$$
Part (a) applies with $p=y\cdot x$ and $a=y\cdot Ax=\rho p$. The slope is therefore $(bp-\rho pq)/p^2=(b-\rho q)/p$, that is,
$$\frac{e\cdot Ax+y\cdot Ad-\rho\,e\cdot x-\rho\,y\cdot d}{y\cdot x}.$$
Now use $y\cdot Ad=d\cdot A^{\mathsf T}y$ and collect the terms with $e$ and those with $d$.

The Lean proof has the same three ingredients: `hA` moves the matrix to the left vector, `key` is part (a) with the coefficients filled in, and `hf` is the expansion in $t$. The closing `field_simp` and `ring` do the collecting.

```lean
/-- When `y·x ≠ 0`, the first variation of the two-sided quotient pairs the change of the left
vector with the residual of `A`, and the change of the right vector with the residual of the
transpose. -/
theorem hasDerivAt_twoSided (A : Matrix n n ℝ) (y x e d : n → ℝ) (h : y ⬝ᵥ x ≠ 0) :
    HasDerivAt (fun t : ℝ => twoSided A (y + t • e) (x + t • d))
      ((e ⬝ᵥ (A *ᵥ x - twoSided A y x • x) + d ⬝ᵥ (Aᵀ *ᵥ y - twoSided A y x • y))
        / (y ⬝ᵥ x)) 0 := by
  -- move the matrix to the left vector
  have hA : y ⬝ᵥ A *ᵥ d = d ⬝ᵥ Aᵀ *ᵥ y := by
    rw [Matrix.dotProduct_mulVec, ← Matrix.mulVec_transpose, dotProduct_comm]
  have key := hasDerivAt_quadratic_ratio (y ⬝ᵥ A *ᵥ x) (e ⬝ᵥ A *ᵥ x + y ⬝ᵥ A *ᵥ d)
    (e ⬝ᵥ A *ᵥ d) (y ⬝ᵥ x) (e ⬝ᵥ x + y ⬝ᵥ d) (e ⬝ᵥ d) h
  -- along a line, numerator and denominator are quadratic in t
  have hf : (fun t : ℝ => twoSided A (y + t • e) (x + t • d)) = fun t : ℝ =>
      (y ⬝ᵥ A *ᵥ x + t * (e ⬝ᵥ A *ᵥ x + y ⬝ᵥ A *ᵥ d) + t ^ 2 * (e ⬝ᵥ A *ᵥ d)) /
        (y ⬝ᵥ x + t * (e ⬝ᵥ x + y ⬝ᵥ d) + t ^ 2 * (e ⬝ᵥ d)) := by
    funext t
    simp only [twoSided, Matrix.mulVec_add, Matrix.mulVec_smul, add_dotProduct,
      dotProduct_add, smul_dotProduct, dotProduct_smul, smul_eq_mul]
    congr 1 <;> ring
  rw [hf]
  refine key.congr_deriv ?_
  rw [hA, dotProduct_comm y d]
  simp only [twoSided, dotProduct_sub, dotProduct_smul, smul_eq_mul]
  field_simp
  ring
```

## (c) The first variation of the Rayleigh quotient

**Task.** For $x\neq0$ and any direction $d$, show that
$$\frac{d}{dt}\,R(x+td)\bigg|_{t=0}=\frac{d\cdot\big(Ax+A^{\mathsf T}x-2R(x)\,x\big)}{x\cdot x}.$$

**Solution.** Since $x$ is real and nonzero, $x\cdot x>0$, so part (b) may be used with $y=x$ and $e=d$. Then $\rho=R(x)$, and the two terms in the numerator add up to
$$d\cdot(Ax-R(x)x)+d\cdot(A^{\mathsf T}x-R(x)x),$$
which is the stated expression.

Lean accepts the derivative from (b) as a derivative of `rayleigh`, because the two definitions agree when both vectors are the same. Only the value of the derivative has to be rearranged.

```lean
/-- The derivative of the Rayleigh quotient of a general real matrix at a nonzero vector `x` in the
direction `d`. -/
theorem hasDerivAt_rayleigh (A : Matrix n n ℝ) (x d : n → ℝ) (hx : x ≠ 0) :
    HasDerivAt (fun t : ℝ => rayleigh A (x + t • d))
      (d ⬝ᵥ (A *ᵥ x + Aᵀ *ᵥ x - (2 * rayleigh A x) • x) / (x ⬝ᵥ x)) 0 := by
  have h := hasDerivAt_twoSided A x x d d (fun h0 => hx (dotProduct_self_eq_zero.1 h0))
  refine HasDerivAt.congr_deriv (f := fun t : ℝ => rayleigh A (x + t • d)) h ?_
  simp only [rayleigh, twoSided, dotProduct_add, dotProduct_sub, dotProduct_smul, smul_eq_mul]
  ring
```

## (d) The equation for a stationary point

**Task.** For $x\neq0$, show that $R$ is stationary at $x$ if and only if
$$Ax+A^{\mathsf T}x=2R(x)\,x.$$

**Solution.** Put $g=Ax+A^{\mathsf T}x-2R(x)x$. By (c) the slope in direction $d$ is $d\cdot g/x\cdot x$. If $g=0$, every slope is zero. Conversely, if every slope is zero, then so is the slope in the direction $d=g$, which gives $g\cdot g=0$. A sum of real squares vanishes only if each term does, so $g=0$.

With the symmetric part $S=\tfrac12(A+A^{\mathsf T})$ the condition reads $Sx=R(x)x$. The Rayleigh quotient sees only $S$, since the antisymmetric part of $A$ drops out of $x\cdot Ax$.

In the forward direction Lean has two values for one derivative, the formula from (c) and the assumed zero. The step `unique` says that they are equal.

```lean
/-- For `x ≠ 0`, the Rayleigh quotient `R` is stationary at `x` exactly when `Ax + Aᵀx = 2R(x)x`. -/
theorem isStationary_iff (A : Matrix n n ℝ) (x : n → ℝ) (hx : x ≠ 0) :
    IsStationary A x ↔ A *ᵥ x + Aᵀ *ᵥ x = (2 * rayleigh A x) • x := by
  have hxx : x ⬝ᵥ x ≠ 0 := fun h0 => hx (dotProduct_self_eq_zero.1 h0)
  constructor
  · intro h
    -- take the residual itself as the direction
    have h1 := (hasDerivAt_rayleigh A x
      (A *ᵥ x + Aᵀ *ᵥ x - (2 * rayleigh A x) • x) hx).unique (h _)
    exact sub_eq_zero.1 (dotProduct_self_eq_zero.1 ((div_eq_zero_iff.1 h1).resolve_right hxx))
  · intro h d
    exact (hasDerivAt_rayleigh A x d hx).congr_deriv (by rw [h]; simp)
```

## (e) Stationarity at an eigenvector

**Task.** Let $x\neq0$ and $Ax=cx$ with $c$ real. Show that $R$ is stationary at $x$ if and only if
$$A^{\mathsf T}x=cx.$$

**Solution.** At the eigenvector,
$$R(x)=\frac{x\cdot cx}{x\cdot x}=c.$$
The condition from (d) becomes $cx+A^{\mathsf T}x=2cx$, and subtracting $cx$ from both sides leaves $A^{\mathsf T}x=cx$. For a symmetric matrix this is the eigenvalue equation again, so every eigenvector is a stationary point.

The hypothesis `hA` is the eigenvalue equation. The proof first establishes `hR`, the statement $R(x)=c$, then rewrites the condition from (d), and `linear_combination` proves each direction of the equivalence, since the two equations differ only by $cx$ on both sides.

```lean
/-- At an eigenvector `x` of a real matrix `A` with eigenvalue `c`, the Rayleigh quotient is
stationary exactly when `x` is also an eigenvector of the transpose with eigenvalue `c`. -/
theorem eigenvector_isStationary_iff (A : Matrix n n ℝ) (x : n → ℝ) (c : ℝ) (hx : x ≠ 0)
    (hA : A *ᵥ x = c • x) : IsStationary A x ↔ Aᵀ *ᵥ x = c • x := by
  have hxx : x ⬝ᵥ x ≠ 0 := fun h0 => hx (dotProduct_self_eq_zero.1 h0)
  -- at an eigenvector the quotient equals the eigenvalue
  have hR : rayleigh A x = c := by
    rw [rayleigh, hA, dotProduct_smul, smul_eq_mul, mul_div_assoc, div_self hxx, mul_one]
  rw [isStationary_iff A x hx, hR, hA]
  constructor <;> intro h <;> linear_combination (norm := module) h
```

## (f) An eigenvector that is not stationary

**Task.** Let
$$A=\begin{pmatrix}0&1\\0&0\end{pmatrix},\qquad x=(1,0).$$
Show that $Ax=0\cdot x$ and that $R$ is not stationary at $x$.

**Solution.** $Ax$ is the first column of $A$, which is zero, so $x$ is an eigenvector with eigenvalue $0$. But $A^{\mathsf T}x$ is the first row of $A$, the vector $(0,1)$, and this is not $0\cdot x$. By (e), $R$ is not stationary at $x$. The slope can also be seen directly: $R(1,t)=t/(1+t^2)$ has derivative $1$ at $t=0$.

Lean counts components from $0$, so `congrFun h 1` picks out the second component of the supposed equation $A^{\mathsf T}x=0\cdot x$. It reads $1=0$.

```lean
/-- For the matrix `[[0,1],[0,0]]` the vector `(1,0)` is an eigenvector with eigenvalue `0`, but
the Rayleigh quotient is not stationary there. -/
theorem eigenvector_not_stationary :
    !![(0 : ℝ), 1; 0, 0] *ᵥ ![1, 0] = (0 : ℝ) • ![1, 0] ∧
      ¬ IsStationary !![(0 : ℝ), 1; 0, 0] ![1, 0] := by
  have hx : (![1, 0] : Fin 2 → ℝ) ≠ 0 := fun h => by simpa using congrFun h 0
  have hA : !![(0 : ℝ), 1; 0, 0] *ᵥ ![1, 0] = (0 : ℝ) • ![1, 0] := by
    ext i
    fin_cases i <;> simp [Matrix.mulVec, dotProduct, Fin.sum_univ_succ]
  refine ⟨hA, ?_⟩
  rw [eigenvector_isStationary_iff _ _ 0 hx hA]
  intro h
  have h1 := congrFun h 1
  norm_num [Matrix.mulVec, dotProduct, Fin.sum_univ_succ] at h1
```

## (g) A stationary point that is not an eigenvector

**Task.** For the same matrix and $x=(1,1)$, show that $R$ is stationary at $x$, and that
$$Ax\neq cx\quad\text{for every real }c.$$

**Solution.** Here $Ax=(1,0)$ and $A^{\mathsf T}x=(0,1)$, with sum $(1,1)$. Also $x\cdot Ax=1$ and $x\cdot x=2$, so $R(x)=\tfrac12$ and $2R(x)x=(1,1)$. The condition from (d) holds. On the other hand, $(1,0)=c(1,1)$ would need both $c=1$ and $c=0$.

The normalised vector is $(1,1)/\sqrt2$, with the same quotient. Since $R(x)=x_0x_1/(x_0^2+x_1^2)\le\tfrac12$, this point is in fact the maximum of $R$. Maximising the quotient would thus report $\tfrac12$ for a matrix whose only eigenvalue is $0$.

The Lean proof checks the vector equation from (d) component by component, and then reads off the two contradictory values of $c$.

```lean
/-- For the same matrix the Rayleigh quotient is stationary at `(1,1)`, which is not an
eigenvector for any real eigenvalue. -/
theorem stationary_not_eigenvector :
    IsStationary !![(0 : ℝ), 1; 0, 0] ![1, 1] ∧
      ∀ c : ℝ, !![(0 : ℝ), 1; 0, 0] *ᵥ ![1, 1] ≠ c • ![1, 1] := by
  have hx : (![1, 1] : Fin 2 → ℝ) ≠ 0 := fun h => by simpa using congrFun h 0
  constructor
  · rw [isStationary_iff _ _ hx]
    ext i
    fin_cases i <;> norm_num [rayleigh, Matrix.mulVec, dotProduct, Fin.sum_univ_succ]
  · intro c h
    have h0 := congrFun h 0
    have h1 := congrFun h 1
    simp [Matrix.mulVec, dotProduct, Fin.sum_univ_succ] at h0 h1
    linarith
```

## (h) Independent left and right variations

**Task.** Let $y\cdot x\neq0$ and $\rho=Q(y,x)$. Show that $t\mapsto Q(y+te,x+td)$ has derivative zero at $t=0$ for all $e$ and $d$ if and only if
$$Ax=\rho x\quad\text{and}\quad A^{\mathsf T}y=\rho y.$$

**Solution.** If both equations hold, both residuals in (b) vanish, and with them every slope. Conversely, suppose every slope is zero. Choose $d=0$ and $e=Ax-\rho x$. Then (b) gives $(Ax-\rho x)\cdot(Ax-\rho x)=0$, so $Ax=\rho x$. Choosing $e=0$ and $d=A^{\mathsf T}y-\rho y$ gives the second equation in the same way.

The condition $y\cdot x\ne0$ says that the left and right vectors overlap, and it is a real restriction. For the matrix in (f), the right eigenvectors are multiples of $(1,0)$ and the left ones multiples of $(0,1)$. They are orthogonal, so this matrix has no stationary pair with $y\cdot x\neq0$.

The two choices of direction appear in the Lean proof under the comments about varying one vector only.

```lean
/-- When `y·x ≠ 0`, the two-sided quotient is stationary under independent variations of both
vectors exactly when `x` is a right and `y` a left eigenvector with the quotient as eigenvalue. -/
theorem twoSided_stationary_iff (A : Matrix n n ℝ) (y x : n → ℝ) (h : y ⬝ᵥ x ≠ 0) :
    (∀ e d : n → ℝ, HasDerivAt (fun t : ℝ => twoSided A (y + t • e) (x + t • d)) 0 0) ↔
      A *ᵥ x = twoSided A y x • x ∧ Aᵀ *ᵥ y = twoSided A y x • y := by
  constructor
  · intro hs
    constructor
    · -- vary the left vector only
      have h1 := (hasDerivAt_twoSided A y x (A *ᵥ x - twoSided A y x • x) 0 h).unique (hs _ _)
      rw [zero_dotProduct, add_zero] at h1
      exact sub_eq_zero.1 (dotProduct_self_eq_zero.1 ((div_eq_zero_iff.1 h1).resolve_right h))
    · -- vary the right vector only
      have h1 := (hasDerivAt_twoSided A y x 0 (Aᵀ *ᵥ y - twoSided A y x • y) h).unique (hs _ _)
      rw [zero_dotProduct, zero_add] at h1
      exact sub_eq_zero.1 (dotProduct_self_eq_zero.1 ((div_eq_zero_iff.1 h1).resolve_right h))
  · rintro ⟨h1, h2⟩ e d
    refine (hasDerivAt_twoSided A y x e d h).congr_deriv ?_
    rw [sub_eq_zero.2 h1, sub_eq_zero.2 h2]
    simp

end

end NonsymmetricRayleigh
```

## Left and right vectors in a program

Non-symmetric eigenvalue problems occur in electronic structure, for instance in equation-of-motion coupled-cluster theory, where the similarity-transformed Hamiltonian has different left and right eigenvectors; the results above apply to it once it is a finite real matrix and the eigenvalue is real.

In code, the left vector comes from a second eigenvalue problem with $A^{\mathsf T}$, or from a library routine that returns both sets, such as `scipy.linalg.eig(A, left=True, right=True)`. For real vectors the estimate is then `(y @ A @ x) / (y @ x)`. For the matrix of the opening example, the left eigenvector for eigenvalue $1$ is $(1,-1)$. With the trial vectors $x=(1,\varepsilon)$ and $y=(1,-1+\delta)$,
$$Q(y,x)=1+\frac{\varepsilon\delta}{1-\varepsilon+\varepsilon\delta}.$$
For $\varepsilon=\delta=0.01$ this is about $1.0001$, so the error is again of second order. It is sensible to print $y\cdot x$ for normalised vectors next to the estimate: it stands in the denominator, and a small value magnifies the effect of errors in the two vectors on the estimate.

```lean
#print axioms NonsymmetricRayleigh.eigenvector_isStationary_iff
#print axioms NonsymmetricRayleigh.eigenvector_not_stationary
#print axioms NonsymmetricRayleigh.stationary_not_eigenvector
#print axioms NonsymmetricRayleigh.twoSided_stationary_iff
```

```
'NonsymmetricRayleigh.eigenvector_isStationary_iff' depends on axioms: [propext, Classical.choice, Quot.sound]
'NonsymmetricRayleigh.eigenvector_not_stationary' depends on axioms: [propext, Classical.choice, Quot.sound]
'NonsymmetricRayleigh.stationary_not_eigenvector' depends on axioms: [propext, Classical.choice, Quot.sound]
'NonsymmetricRayleigh.twoSided_stationary_iff' depends on axioms: [propext, Classical.choice, Quot.sound]
```
